# With fixed hopping, the thermal site density of noninteracting fermions determines the potential

Noninteracting fermions on finitely many sites, in equilibrium at a given positive temperature and a given chemical potential, have a mean occupation on each site. If the hopping is fixed, two different real site potentials never give the same occupations on all sites. The density therefore determines the potential, including its additive constant.

Mermin's theorem makes the corresponding statement for interacting electrons. Without interactions and on a finite lattice, matrix algebra and the monotonic Fermi function suffice. In finite-temperature density functional theory, this is the uniqueness of the potential of the noninteracting reference system, here for a finite set of orthonormal site orbitals in which the potential is diagonal. Whether a prescribed density has such a potential at all is a separate question.

## The sign of the density response

Measure energies from the chemical potential and in units of kT. Let T be the Hermitian hopping matrix (not the temperature), and let v and w be real site potentials. The one-particle Hamiltonian and its Fermi matrix are

H_v = T + diag(v),  F(H) = (1 + exp H)⁻¹.

The density n_i[v] is the diagonal element of F(H_v) at site i.

Take first any two Hermitian matrices A and B. Let u_i be orthonormal eigenvectors of A with eigenvalues a_i, and z_j those of B with eigenvalues b_j. Since exp A multiplies u_i by exp(a_i), the matrix 1 + exp A multiplies it by 1 + exp(a_i), which is positive. The inverse thus exists, and

F(A) u_i = f(a_i) u_i,  f(x) = 1/(1 + eˣ).

The same holds for B. Let W_ij = ⟨u_i|z_j⟩ be the overlaps. Letting A and F(A) act to the left, and B and F(B) to the right, gives

⟨u_i|A − B|z_j⟩ = (a_i − b_j) W_ij,

⟨u_i|F(A) − F(B)|z_j⟩ = (f(a_i) − f(b_j)) W_ij.

Now evaluate the trace of the product of the two differences in the basis u_i, and insert the complete set z_j between the factors. As A − B is Hermitian, ⟨z_j|A − B|u_i⟩ is the complex conjugate of ⟨u_i|A − B|z_j⟩. Hence

tr[(F(A) − F(B))(A − B)] = Σ_ij (f(a_i) − f(b_j))(a_i − b_j)|W_ij|².

Because f is strictly decreasing, no term is positive. If A ≠ B, some element ⟨u_i|A − B|z_j⟩ is nonzero. For that pair a_i ≠ b_j and W_ij ≠ 0, so its term is negative, and so is the whole trace.

Now set A = H_v and B = H_w with v ≠ w. The hopping cancels in A − B = diag(v − w), and with i labelling sites the trace becomes

Σ_i (n_i[v] − n_i[w])(v_i − w_i) < 0.

Equal densities would make the left side zero, so they require v = w.

To restore the inverse temperature β and the chemical potential μ, write

β(H_v − μ) = βT + diag(β(v − μ)).

This is again a hopping matrix plus a site potential. For β ≠ 0, equal densities at chemical potentials μ and μ′ therefore give v_i − μ = w_i − μ′ at every site. Conversely, this condition makes the two matrices, and hence the densities, equal.

## Sites, Hamiltonian and density in Lean

The sites are the elements of a finite type `n`, and operators are complex matrices indexed by it.

```lean
import Mathlib

open Matrix

namespace NoninteractingMermin

noncomputable section

variable {n : Type*} [Fintype n] [DecidableEq n]
```

The function f above is called `occupation`.

```lean
/-- The Fermi function of a level at energy `x`, in units of the temperature and measured from
the chemical potential. -/
def occupation (x : ℝ) : ℝ := 1 / (1 + Real.exp x)
```

The Fermi matrix is defined by a matrix inverse. Mathlib assigns a value to the inverse of a singular matrix too, so the invertibility of 1 + exp H is proved below for Hermitian H.

```lean
/-- The Fermi matrix `(1 + exp H)⁻¹`, for `H` such that `1 + exp H` is invertible. -/
def fermi (H : Matrix n n ℂ) : Matrix n n ℂ := (1 + NormedSpace.exp H)⁻¹
```

That this matrix is the one-particle density matrix of the grand canonical ensemble is the physical input: the definition adopts the free-fermion formula instead of deriving it from a trace over many-particle states.

```lean
/-- The one-particle Hamiltonian with hopping matrix `T` and real site potential `v`. -/
def siteHam (T : Matrix n n ℂ) (v : n → ℝ) : Matrix n n ℂ :=
  T + diagonal (fun i => (v i : ℂ))
```

The potential enters only on the diagonal, with one independent value per site.

```lean
/-- The thermal site density: the real part of the diagonal of the Fermi matrix, for `H` such
that `1 + exp H` is invertible. -/
def siteDensity (H : Matrix n n ℂ) (i : n) : ℝ := (fermi H i i).re
```

`siteDensity` takes the whole matrix `H` as its argument. Taking the real part loses nothing for Hermitian `H`, whose Fermi matrix has a real diagonal.

## Occupations in the eigenbasis

The first lemma states that f is strictly decreasing: a larger energy gives a larger positive denominator.

```lean
/-- The Fermi function is strictly decreasing in the energy. -/
theorem occupation_strictAnti : StrictAnti occupation := by
  intro x y h
  have hexp := Real.exp_lt_exp.mpr h
  exact one_div_lt_one_div_of_lt (by positivity) (by linarith)
```

The spectral theorem is then put into the form A = U diag(a) Uᴴ, where `Uᴴ` is the conjugate transpose. The columns of `U` are the vectors u_i.

```lean
/-- A Hermitian matrix has a unitary matrix of eigenvectors and real eigenvalues. -/
theorem exists_diagonalisation {A : Matrix n n ℂ} (hA : A.IsHermitian) :
    ∃ (U : Matrix n n ℂ) (a : n → ℝ), U * Uᴴ = 1 ∧ Uᴴ * U = 1 ∧
      A = U * diagonal (fun i => (a i : ℂ)) * Uᴴ := by
  have h := hA.spectral_theorem
  rw [Unitary.conjStarAlgAut_apply] at h
  exact ⟨hA.eigenvectorUnitary, hA.eigenvalues,
    Matrix.mem_unitaryGroup_iff.mp hA.eigenvectorUnitary.2,
    Matrix.mem_unitaryGroup_iff'.mp hA.eigenvectorUnitary.2, h⟩
```

The next lemma establishes both that the inverse is genuine and that its eigenvalues are the Fermi occupations. In `hexp` the exponential passes through the change of basis and acts on each eigenvalue. `hEN` is the scalar identity (1 + eˣ)f(x) = 1 written for diagonal matrices, and `hmul` carries it back to the original basis.

```lean
/-- For `H` with unitary eigenvector matrix `U` and real eigenvalues `a`, the Fermi matrix is a
true inverse of `1 + exp H`, and it is diagonal in the same basis with the Fermi occupations. -/
theorem fermi_spectral {H U : Matrix n n ℂ} {a : n → ℝ} (h1 : U * Uᴴ = 1) (h2 : Uᴴ * U = 1)
    (hH : H = U * diagonal (fun i => (a i : ℂ)) * Uᴴ) :
    (1 + NormedSpace.exp H) * fermi H = 1 ∧
      fermi H = U * diagonal (fun i => (occupation (a i) : ℂ)) * Uᴴ := by
  have hinv : U⁻¹ = Uᴴ := Matrix.inv_eq_right_inv h1
  have hu : IsUnit U := ⟨⟨U, Uᴴ, h1, h2⟩, rfl⟩
  have hd : NormedSpace.exp (fun i => (a i : ℂ)) = fun i => Complex.exp (a i : ℂ) := by
    funext i
    simp [Complex.exp_eq_exp_ℂ]
  -- the exponential acts on the eigenvalues
  have hexp : NormedSpace.exp H = U * diagonal (fun i => Complex.exp (a i : ℂ)) * Uᴴ := by
    rw [hH, ← hinv, Matrix.exp_conj _ _ hu, Matrix.exp_diagonal, hd]
  have hEN : (1 + diagonal (fun i => Complex.exp (a i : ℂ))) *
      diagonal (fun i => (occupation (a i) : ℂ)) = 1 := by
    rw [← Matrix.diagonal_one, Matrix.diagonal_add, Matrix.diagonal_mul_diagonal]
    congr 1
    funext i
    have h : (1 + Real.exp (a i)) * occupation (a i) = 1 :=
      mul_one_div_cancel (by positivity)
    exact_mod_cast h
  have hmul : (1 + NormedSpace.exp H) *
      (U * diagonal (fun i => (occupation (a i) : ℂ)) * Uᴴ) = 1 := by
    rw [hexp]
    generalize diagonal (fun i => Complex.exp (a i : ℂ)) = E at hEN ⊢
    generalize diagonal (fun i => (occupation (a i) : ℂ)) = N at hEN ⊢
    calc (1 + U * E * Uᴴ) * (U * N * Uᴴ)
        = U * N * Uᴴ + U * E * (Uᴴ * U) * N * Uᴴ := by noncomm_ring
      _ = U * ((1 + E) * N) * Uᴴ := by rw [h2]; noncomm_ring
      _ = 1 := by rw [hEN, mul_one, h1]
  have hf : fermi H = U * diagonal (fun i => (occupation (a i) : ℂ)) * Uᴴ :=
    Matrix.inv_eq_right_inv hmul
  exact ⟨by rw [hf]; exact hmul, hf⟩
```

## Matrix elements between two eigenbases

The trace formula holds for any two matrices `F` and `G`. Inserting `V * Vᴴ = 1` is the completeness relation for the z_j, the columns of `V`, and `trace_mul_comm` moves `U` around the trace. Here `V` is a matrix of eigenvectors, not a potential.

```lean
/-- The trace of `F Gᴴ` is a sum over matrix elements taken between two orthonormal bases, the
columns of `U` and of `V`. -/
theorem trace_two_bases (F G : Matrix n n ℂ) {U V : Matrix n n ℂ}
    (hU : U * Uᴴ = 1) (hV : V * Vᴴ = 1) :
    trace (F * Gᴴ) = ∑ i, ∑ j, (Uᴴ * F * V) i j * star ((Uᴴ * G * V) i j) := by
  have h : (Uᴴ * F * V) * (Uᴴ * G * V)ᴴ = Uᴴ * (F * Gᴴ) * U := by
    rw [conjTranspose_mul, conjTranspose_mul, conjTranspose_conjTranspose]
    calc Uᴴ * F * V * (Vᴴ * (Gᴴ * U)) = Uᴴ * F * (V * Vᴴ) * Gᴴ * U := by
          simp only [mul_assoc]
      _ = Uᴴ * (F * Gᴴ) * U := by rw [hV, mul_one]; simp only [mul_assoc]
  calc trace (F * Gᴴ) = trace (Uᴴ * (F * Gᴴ) * U) := by
        rw [Matrix.trace_mul_comm (Uᴴ * (F * Gᴴ)) U, ← mul_assoc U, hU, one_mul]
    _ = ∑ i, ∑ j, (Uᴴ * F * V) i j * star ((Uᴴ * G * V) i j) := by
        rw [← h]
        exact Finset.sum_congr rfl fun i _ => Matrix.mul_apply
```

The overlap W_ij is `(Uᴴ * V) i j`. One lemma serves for both differences, since the diagonal entries `p` and `q` can be either energies or occupations.

```lean
/-- Between eigenvectors of two matrices, given by unitary `U` and `V`, the difference of the
matrices is the difference of the eigenvalues times the overlap. -/
theorem cross_element {U V : Matrix n n ℂ} (hU : Uᴴ * U = 1) (hV : Vᴴ * V = 1)
    (p q : n → ℂ) (i j : n) :
    (Uᴴ * (U * diagonal p * Uᴴ - V * diagonal q * Vᴴ) * V) i j
      = (p i - q j) * (Uᴴ * V) i j := by
  have h : Uᴴ * (U * diagonal p * Uᴴ - V * diagonal q * Vᴴ) * V
      = diagonal p * (Uᴴ * V) - (Uᴴ * V) * diagonal q := by
    calc _ = (Uᴴ * U) * diagonal p * (Uᴴ * V) - (Uᴴ * V) * diagonal q * (Vᴴ * V) := by
          noncomm_ring
      _ = _ := by rw [hU, hV, one_mul, mul_one]
  rw [h, Matrix.sub_apply, Matrix.diagonal_mul, Matrix.mul_diagonal]
  ring
```

## Strict monotonicity of the Fermi matrix

For Hermitian `A` and `B` with `A ≠ B`, the following theorem says that the real part of tr[(F(A) − F(B))(A − B)] is negative. The step `htr` writes the trace as the double sum found above, with `Complex.normSq` for |W_ij|². `hneg` gives the sign for two different energies, and `hterm` shows that every term is at most zero.

```lean
/-- For two different Hermitian matrices, the change of the Fermi matrix has a strictly negative
trace against the change of the Hamiltonian. -/
theorem fermi_strict_anti {A B : Matrix n n ℂ} (hA : A.IsHermitian) (hB : B.IsHermitian)
    (hne : A ≠ B) : (trace ((fermi A - fermi B) * (A - B))).re < 0 := by
  obtain ⟨U, a, hU, hU', hAe⟩ := exists_diagonalisation hA
  obtain ⟨V, b, hV, hV', hBe⟩ := exists_diagonalisation hB
  have hFA := (fermi_spectral hU hU' hAe).2
  have hFB := (fermi_spectral hV hV' hBe).2
  -- the trace as a double sum weighted by squared overlaps
  have htr : trace ((fermi A - fermi B) * (A - B)) =
      ((∑ i, ∑ j, (occupation (a i) - occupation (b j)) * (a i - b j) *
        Complex.normSq ((Uᴴ * V) i j) : ℝ) : ℂ) := by
    have hG : (A - B)ᴴ = A - B := hA.sub hB
    have h := trace_two_bases (fermi A - fermi B) (A - B) hU hV
    rw [hG] at h
    rw [h]
    simp only [Complex.ofReal_sum]
    refine Finset.sum_congr rfl fun i _ => Finset.sum_congr rfl fun j _ => ?_
    rw [hFA, hFB, hAe, hBe, cross_element hU' hV', cross_element hU' hV']
    simp only [Complex.star_def, map_mul, map_sub, Complex.conj_ofReal, Complex.ofReal_mul,
      Complex.ofReal_sub, ← Complex.mul_conj]
    ring
  have hneg : ∀ x y : ℝ, x ≠ y → (occupation x - occupation y) * (x - y) < 0 := by
    intro x y hxy
    rcases lt_or_gt_of_ne hxy with h | h
    · exact mul_neg_of_pos_of_neg (sub_pos.2 (occupation_strictAnti h)) (sub_neg.2 h)
    · exact mul_neg_of_neg_of_pos (sub_neg.2 (occupation_strictAnti h)) (sub_pos.2 h)
  have hterm : ∀ i j, (occupation (a i) - occupation (b j)) * (a i - b j) *
      Complex.normSq ((Uᴴ * V) i j) ≤ 0 := by
    intro i j
    refine mul_nonpos_of_nonpos_of_nonneg ?_ (Complex.normSq_nonneg _)
    by_cases h : a i = b j
    · simp [h]
    · exact (hneg _ _ h).le
  -- since A and B differ, some overlapping eigenvectors have different eigenvalues
  obtain ⟨i, j, hij⟩ : ∃ i j, (Uᴴ * (A - B) * V) i j ≠ 0 := by
    by_contra h
    have h0 : Uᴴ * (A - B) * V = 0 := by
      ext i j
      by_contra hij
      exact h ⟨i, j, hij⟩
    have hAB : A - B = U * (Uᴴ * (A - B) * V) * Vᴴ := by
      calc A - B = (U * Uᴴ) * (A - B) * (V * Vᴴ) := by rw [hU, hV, one_mul, mul_one]
        _ = _ := by simp only [mul_assoc]
    rw [h0, mul_zero, zero_mul] at hAB
    exact hne (sub_eq_zero.1 hAB)
  rw [hAe, hBe, cross_element hU' hV'] at hij
  have hab : a i ≠ b j := fun h => hij (by simp [h])
  have hW : (Uᴴ * V) i j ≠ 0 := fun h => hij (by rw [h, mul_zero])
  have hsum : ∀ f : n → ℝ, (∀ k, f k ≤ 0) → (∃ k, f k < 0) → ∑ k, f k < 0 := by
    rintro f hf ⟨k, hk⟩
    simpa using Finset.sum_lt_sum (s := Finset.univ) (f := f) (g := fun _ => (0 : ℝ))
      (fun l _ => hf l) ⟨k, Finset.mem_univ k, hk⟩
  rw [htr, Complex.ofReal_re]
  exact hsum _ (fun k => Finset.sum_nonpos fun l _ => hterm k l)
    ⟨i, hsum _ (hterm i) ⟨j, mul_neg_of_neg_of_pos (hneg _ _ hab) (Complex.normSq_pos.2 hW)⟩⟩
```

The pair with a strictly negative term is obtained by contradiction. If all elements of A − B between the two bases vanished, multiplying back by `U` and `Vᴴ` would give A = B. The auxiliary statement `hsum` says that a sum of nonpositive terms with one negative term is negative. It is applied first to the sum over j and then to the sum over i.

## From the density back to the potential

With the same Hermitian `T` in both Hamiltonians, the trace inequality becomes a statement about densities. The proof checks that each `siteHam T u` is Hermitian and that different potentials give different Hamiltonians. `hdiff` then cancels the hopping, so that only diagonal elements of the Fermi matrices remain in the trace.

```lean
/-- For Hermitian hopping and two different potentials, the density change summed against the
potential change is strictly negative. -/
theorem density_response_neg {T : Matrix n n ℂ} (hT : T.IsHermitian) {v w : n → ℝ}
    (hne : v ≠ w) :
    ∑ i, (siteDensity (siteHam T v) i - siteDensity (siteHam T w) i) * (v i - w i) < 0 := by
  have hherm : ∀ u : n → ℝ, (siteHam T u).IsHermitian := by
    intro u
    have hu : star (fun i => (u i : ℂ)) = fun i => (u i : ℂ) :=
      funext fun i => Complex.conj_ofReal (u i)
    unfold siteHam Matrix.IsHermitian
    rw [conjTranspose_add, hT.eq, diagonal_conjTranspose, hu]
  have hH : siteHam T v ≠ siteHam T w := by
    intro h
    apply hne
    funext i
    have hi := congrFun (congrFun h i) i
    simpa [siteHam] using hi
  have hdiff : siteHam T v - siteHam T w = diagonal (fun i => (v i : ℂ) - (w i : ℂ)) := by
    unfold siteHam
    rw [add_sub_add_left_eq_sub, Matrix.diagonal_sub]
  have h := fermi_strict_anti (hherm v) (hherm w) hH
  rw [hdiff] at h
  simp only [Matrix.trace, Matrix.diag_apply, Matrix.mul_diagonal, Matrix.sub_apply,
    Complex.re_sum] at h
  refine lt_of_eq_of_lt (Finset.sum_congr rfl fun i _ => ?_) h
  simp [siteDensity, Complex.mul_re]
```

In the uniqueness theorem, the hypothesis `hn` equates two functions on the sites, so the densities agree everywhere. If v and w differed, substituting `hn` into the inequality would give 0 < 0.

```lean
/-- Noninteracting Mermin theorem: for one fixed Hermitian hopping matrix, two real site potentials
with the same thermal site density are equal, including their constant. -/
theorem mermin {T : Matrix n n ℂ} (hT : T.IsHermitian) {v w : n → ℝ}
    (hn : siteDensity (siteHam T v) = siteDensity (siteHam T w)) : v = w := by
  by_contra hne
  have h := density_response_neg hT hne
  rw [hn] at h
  simp at h
```

The last theorem has explicit β, μ and μ′, with the same β and `T` for both systems. Its equivalence says that the density fixes the potential relative to the chemical potential; when μ = μ′, it fixes the potential itself.

```lean
/-- At a common nonzero inverse temperature `β` and with a common Hermitian hopping matrix `T`, two
systems have the same site density exactly when their potentials, each measured from its own
chemical potential, agree. -/
theorem mermin_grand_canonical {T : Matrix n n ℂ} (hT : T.IsHermitian) {β : ℝ} (hβ : β ≠ 0)
    (μ μ' : ℝ) (v w : n → ℝ) :
    siteDensity ((β : ℂ) • (siteHam T v - (μ : ℂ) • (1 : Matrix n n ℂ))) =
      siteDensity ((β : ℂ) • (siteHam T w - (μ' : ℂ) • (1 : Matrix n n ℂ))) ↔
    ∀ i, v i - μ = w i - μ' := by
  -- absorb temperature and chemical potential into hopping and potential
  have hscale : ∀ (m : ℝ) (u : n → ℝ),
      (β : ℂ) • (siteHam T u - (m : ℂ) • (1 : Matrix n n ℂ)) =
        siteHam ((β : ℂ) • T) (fun i => β * (u i - m)) := by
    intro m u
    ext i j
    by_cases h : i = j
    · subst h
      simp [siteHam]
      ring
    · simp [siteHam, h]
  have hβT : ((β : ℂ) • T).IsHermitian := by
    unfold Matrix.IsHermitian
    rw [conjTranspose_smul, hT.eq, Complex.star_def, Complex.conj_ofReal]
  rw [hscale, hscale]
  constructor
  · intro h i
    exact mul_left_cancel₀ hβ (congrFun (mermin hβT h) i)
  · intro h
    simp only [h]

end

end NoninteractingMermin
```

The identity `hscale` is the rewriting of β(H_v − μ) given above, checked separately on and off the diagonal. One direction applies `mermin` to the hopping matrix βT and cancels β; the other substitutes the equal potentials. The theorem also admits negative β, though thermal equilibrium of ordinary matter has β > 0. At β = 0, the limit of infinite temperature at fixed μ, every site has density 1/2 whatever the potential, and the density carries no information about it.

```lean
#print axioms NoninteractingMermin.mermin
#print axioms NoninteractingMermin.mermin_grand_canonical
```

```
'NoninteractingMermin.mermin' depends on axioms: [propext, Classical.choice, Quot.sound]
'NoninteractingMermin.mermin_grand_canonical' depends on axioms: [propext, Classical.choice, Quot.sound]
```
